# The double-electron-attachment matrix over a single determinant

To estimate the energies, relative to a reference determinant, of states with two more electrons, one can fill a matrix over pairs of distinct virtual spin orbitals, each pair taken once, and diagonalise it. For a unit determinant $\Phi$ in a finite orthonormal set of spin orbitals, with $E_0=\langle\Phi,H\Phi\rangle$ and $c,d,e,g$ all virtual, its entries are

$$\langle a_c^\dagger a_d^\dagger\Phi,(H-E_0)a_e^\dagger a_g^\dagger\Phi\rangle=f_{ce}\delta_{dg}+f_{dg}\delta_{ce}-f_{cg}\delta_{de}-f_{de}\delta_{cg}+v_{cdeg}.$$

Here $f$ is the Fock matrix and $v$ the antisymmetrised interaction. How well the eigenvalues approximate true attachment energies is a separate question, since configurations with additional particle–hole excitations are left out.

## Orbitals, determinant and Hamiltonian

Spin orbitals, called orbitals below, are labelled by the finite type `ι`, and basis states of the many-electron space by `n`. A spatial orbital with its two spin states thus has two labels.

In Lean 4 with Mathlib:

```lean
import Mathlib

open Matrix

namespace DoubleElectronAttachment

noncomputable section

variable {ι n : Type*} [Fintype ι] [DecidableEq ι] [Fintype n] [DecidableEq n]
```

The Kronecker delta $\delta_{pq}$ is complex-valued.

```lean
/-- The Kronecker delta of two orbitals. -/
def δ (p q : ι) : ℂ := if p = q then 1 else 0
```

The annihilators $a_p$ are complex matrices, and `ᴴ`, the conjugate transpose, plays the part of $\dagger$. They obey $\{a_p,a_q\}=0$ and $\{a_p,a_q^\dagger\}=\delta_{pq}$. Constructing Fock space explicitly would turn these hypotheses into theorems, but would tie the result to one representation; as stated, it holds in any finite-dimensional one.

```lean
/-- The canonical anticommutation relations for annihilators `a p` and creators `(a p)ᴴ`. -/
structure Fermions (a : ι → Matrix n n ℂ) : Prop where
  anti : ∀ p q, a p * a q + a q * a p = 0
  mixed : ∀ p q, a p * (a q)ᴴ + (a q)ᴴ * a p = δ p q • (1 : Matrix n n ℂ)
```

With $O$ the occupied set, $\langle\Phi,\Phi\rangle=1$, $a_i^\dagger\Phi=0$ for $i\in O$, and $a_c\Phi=0$ for $c\notin O$.

```lean
/-- `Φ` is a unit determinant in which exactly the orbitals of `O` are occupied. -/
structure IsDeterminant (a : ι → Matrix n n ℂ) (O : Finset ι) (Φ : n → ℂ) : Prop where
  norm : star Φ ⬝ᵥ Φ = 1
  occ : ∀ i ∈ O, (a i)ᴴ *ᵥ Φ = 0
  virt : ∀ c, c ∉ O → a c *ᵥ Φ = 0
```

The interaction satisfies $v_{pqrs}=-v_{qprs}=-v_{pqsr}$, as antisymmetrised two-electron integrals do.

```lean
/-- The two-body coefficients change sign under exchange within either index pair. -/
def PairAntisymm (v : ι → ι → ι → ι → ℂ) : Prop :=
  (∀ p q r s, v p q r s = -v q p r s) ∧ ∀ p q r s, v p q r s = -v p q s r
```

The Hamiltonian is $H=\sum h_{pq}a_p^\dagger a_q+\tfrac14\sum v_{pqrs}a_p^\dagger a_q^\dagger a_sa_r$. Neither $h$ nor $v$ need be Hermitian.

```lean
/-- The Hamiltonian `Σ h a†a + ¼ Σ v_pqrs a_p†a_q†a_s a_r`. -/
def ham (a : ι → Matrix n n ℂ) (h : ι → ι → ℂ) (v : ι → ι → ι → ι → ℂ) : Matrix n n ℂ :=
  ∑ p, ∑ q, h p q • ((a p)ᴴ * a q) +
    (1 / 4 : ℂ) • ∑ p, ∑ q, ∑ r, ∑ s, v p q r s • ((a p)ᴴ * (a q)ᴴ * a s * a r)
```

The Fock matrix $f_{pq}=h_{pq}+\sum_{k\in O}v_{pkqk}$ need not be diagonal.

```lean
/-- The Fock matrix `f_pq = h_pq + Σ_k v_pkqk`, with `k` over occupied orbitals. -/
def fock (O : Finset ι) (h : ι → ι → ℂ) (v : ι → ι → ι → ι → ℂ) (p q : ι) : ℂ :=
  h p q + ∑ k ∈ O, v p k q k
```

Write $\langle M\rangle=\langle\Phi,M\Phi\rangle$. Declaring `expect Φ` as a linear map (`→ₗ[ℂ]`) is the device that carries the later calculations: `map_add`, `map_smul` and `map_sum` take expectation values through whole operator sums, leaving scalar algebra.

```lean
/-- The expectation value `⟨Φ, M Φ⟩`, as a linear function of the operator `M`. -/
def expect (Φ : n → ℂ) : Matrix n n ℂ →ₗ[ℂ] ℂ where
  toFun M := star Φ ⬝ᵥ (M *ᵥ Φ)
  map_add' M N := by rw [Matrix.add_mulVec, dotProduct_add]
  map_smul' z M := by simp [Matrix.smul_mulVec]
```

The bra and ket are both of the form $a_c^\dagger a_d^\dagger\Phi$.

```lean
/-- The vector `a_c†a_d†Φ`, obtained by applying two creators to `Φ`. -/
def attached (a : ι → Matrix n n ℂ) (Φ : n → ℂ) (c d : ι) : n → ℂ :=
  (a c)ᴴ *ᵥ ((a d)ᴴ *ᵥ Φ)
```

Commuting $H$ past a creator will produce
$$X_g=\sum_p h_{pg}a_p^\dagger+\tfrac12\sum_{pqs}v_{pqgs}a_p^\dagger a_q^\dagger a_s.$$

```lean
/-- The dressed creator `Σ h_pg a_p† + ½ Σ v_pqgs a_p†a_q†a_s`. -/
def dressed (a : ι → Matrix n n ℂ) (h : ι → ι → ℂ) (v : ι → ι → ι → ι → ℂ) (g : ι) :
    Matrix n n ℂ :=
  ∑ p, h p g • (a p)ᴴ + (1 / 2 : ℂ) • ∑ p, ∑ q, ∑ s, v p q g s • ((a p)ᴴ * (a q)ᴴ * a s)
```

A second creator will leave $P_{eg}=\tfrac12\sum_{pq}v_{pqeg}a_p^\dagger a_q^\dagger$.

```lean
/-- The pair creator `½ Σ v_pqeg a_p†a_q†`. -/
def pairTerm (a : ι → Matrix n n ℂ) (v : ι → ι → ι → ι → ℂ) (e g : ι) : Matrix n n ℂ :=
  (1 / 2 : ℂ) • ∑ p, ∑ q, v p q e g • ((a p)ᴴ * (a q)ᴴ)
```

The remaining contractions use the density matrix $\rho_{qs}=\langle a_q^\dagger a_s\rangle$, equal to $\delta_{sq}$ for $s\in O$ and zero otherwise.

```lean
/-- The one-particle density matrix of a determinant with occupied set `O`. -/
def density (O : Finset ι) (q s : ι) : ℂ := if s ∈ O then δ s q else 0
```

## Moving the Hamiltonian past two creators

For any operator $M$, $a_pa_q^\dagger M=\delta_{pq}M-a_q^\dagger a_pM$.

```lean
variable {a : ι → Matrix n n ℂ} {O : Finset ι} {Φ : n → ℂ} {h : ι → ι → ℂ}
  {v : ι → ι → ι → ι → ℂ}

omit [Fintype ι] in
/-- An annihilator moves past a creator at the cost of a sign and a contraction. -/
theorem Fermions.move (ha : Fermions a) (p q : ι) (M : Matrix n n ℂ) :
    a p * ((a q)ᴴ * M) = δ p q • M - (a q)ᴴ * (a p * M) := by
  rw [← mul_assoc, eq_sub_of_add_eq (ha.mixed p q), sub_mul, smul_mul_assoc, one_mul, mul_assoc]
```

Taking the adjoint of $\{a_q,a_p\}=0$ gives $a_p^\dagger a_q^\dagger M=-a_q^\dagger a_p^\dagger M$.

```lean
omit [Fintype ι] in
/-- Two creators anticommute, whatever operator stands to their right. -/
theorem Fermions.create_swap (ha : Fermions a) (p q : ι) (M : Matrix n n ℂ) :
    (a p)ᴴ * ((a q)ᴴ * M) = -((a q)ᴴ * ((a p)ᴴ * M)) := by
  have t := congrArg Matrix.conjTranspose (ha.anti q p)
  simp only [conjTranspose_add, conjTranspose_mul, conjTranspose_zero] at t
  rw [← mul_assoc, eq_neg_of_add_eq_zero_left t, neg_mul, mul_assoc]
```

Moving an adjoint to the bra gives $\langle A^\dagger B\rangle=\langle A\Phi,B\Phi\rangle$.

```lean
omit [DecidableEq n] in
/-- The expectation value of `A†B` is the inner product of `AΦ` with `BΦ`. -/
theorem expect_mul (Φ : n → ℂ) (A B : Matrix n n ℂ) :
    expect Φ (Aᴴ * B) = star (A *ᵥ Φ) ⬝ᵥ (B *ᵥ Φ) := by
  change star Φ ⬝ᵥ ((Aᴴ * B) *ᵥ Φ) = _
  rw [Matrix.star_mulVec, ← Matrix.dotProduct_mulVec, Matrix.mulVec_mulVec]
```

Moving $a_g^\dagger$ to the left gives
$$[a_p^\dagger a_q,a_g^\dagger]=\delta_{qg}a_p^\dagger,$$
$$[a_p^\dagger a_q^\dagger a_sa_r,a_g^\dagger]=\delta_{rg}a_p^\dagger a_q^\dagger a_s-\delta_{sg}a_p^\dagger a_q^\dagger a_r.$$
These are `k1` and `k2`. After summation, antisymmetry makes the last two contributions equal (`k3`), so $\tfrac14$ becomes $\tfrac12$ and $[H,a_g^\dagger]=X_g$.

```lean
/-- For pair-antisymmetric `v`, the commutator of `H` with `a_g†` is the dressed creator. -/
theorem ham_create (ha : Fermions a) (hv : PairAntisymm v) (g : ι) :
    ham a h v * (a g)ᴴ = (a g)ᴴ * ham a h v + dressed a h v g := by
  have sw := fun p q => eq_sub_of_add_eq (ha.mixed p q)
  have k1 : ∀ p q, (a p)ᴴ * a q * (a g)ᴴ = (a g)ᴴ * ((a p)ᴴ * a q) + δ q g • (a p)ᴴ := by
    intro p q
    rw [mul_assoc, sw, mul_sub, mul_smul_comm, mul_one, ha.create_swap p g]
    abel
  have k2 : ∀ p q r s, (a p)ᴴ * (a q)ᴴ * a s * a r * (a g)ᴴ =
      (a g)ᴴ * ((a p)ᴴ * (a q)ᴴ * a s * a r) +
        (δ r g • ((a p)ᴴ * (a q)ᴴ * a s) - δ s g • ((a p)ᴴ * (a q)ᴴ * a r)) := by
    intro p q r s
    simp only [mul_assoc, sw r g, ha.move s g, mul_sub, mul_smul_comm, mul_one]
    rw [ha.create_swap q g, mul_neg, ha.create_swap p g, neg_neg]
    abel
  -- antisymmetry makes the two contractions equal
  have k3 : ∀ p q, ∑ r, ∑ s, v p q r s •
      (δ r g • ((a p)ᴴ * (a q)ᴴ * a s) - δ s g • ((a p)ᴴ * (a q)ᴴ * a r)) =
      (2 : ℂ) • ∑ s, v p q g s • ((a p)ᴴ * (a q)ᴴ * a s) := by
    intro p q
    have e1 : ∑ r, ∑ s, v p q r s • δ r g • ((a p)ᴴ * (a q)ᴴ * a s) =
        ∑ s, v p q g s • ((a p)ᴴ * (a q)ᴴ * a s) := by
      rw [Finset.sum_comm]
      simp [δ]
    have e2 : ∑ r, ∑ s, v p q r s • δ s g • ((a p)ᴴ * (a q)ᴴ * a r) =
        -∑ s, v p q g s • ((a p)ᴴ * (a q)ᴴ * a s) := by
      rw [← Finset.sum_neg_distrib]
      refine Finset.sum_congr rfl fun r _ => ?_
      rw [hv.2 p q g r]
      simp [δ]
    simp only [smul_sub, Finset.sum_sub_distrib, e1, e2]
    module
  have k4 : ∀ p, ∑ q, h p q • δ q g • (a p)ᴴ = h p g • (a p)ᴴ := by
    intro p
    simp [δ]
  simp only [ham, dressed, add_mul, mul_add, Finset.sum_mul, Finset.mul_sum, smul_mul_assoc,
    mul_smul_comm, k1, k2, smul_add, Finset.sum_add_distrib, k3, k4, ← Finset.smul_sum]
  module
```

The one-body part of $X_e$ anticommutes with $a_g^\dagger$. In the other part,
$$a_p^\dagger a_q^\dagger a_sa_g^\dagger=\delta_{sg}a_p^\dagger a_q^\dagger-a_g^\dagger a_p^\dagger a_q^\dagger a_s,$$
so $X_ea_g^\dagger=P_{eg}-a_g^\dagger X_e$.

```lean
/-- Anticommuting the dressed creator with `a_g†` leaves the pair creator. -/
theorem dressed_create (ha : Fermions a) (e g : ι) :
    dressed a h v e * (a g)ᴴ = pairTerm a v e g - (a g)ᴴ * dressed a h v e := by
  have k0 : ∀ p, (a p)ᴴ * (a g)ᴴ = -((a g)ᴴ * (a p)ᴴ) := fun p => by
    simpa only [mul_one] using ha.create_swap p g 1
  have k : ∀ p q s, (a p)ᴴ * (a q)ᴴ * a s * (a g)ᴴ =
      δ s g • ((a p)ᴴ * (a q)ᴴ) - (a g)ᴴ * ((a p)ᴴ * (a q)ᴴ * a s) := by
    intro p q s
    simp only [mul_assoc, eq_sub_of_add_eq (ha.mixed s g), mul_sub, mul_smul_comm, mul_one]
    rw [ha.create_swap q g, mul_neg, ha.create_swap p g, neg_neg]
  have c : ∀ p q, ∑ s, v p q e s • δ s g • ((a p)ᴴ * (a q)ᴴ) =
      v p q e g • ((a p)ᴴ * (a q)ᴴ) := by
    intro p q
    simp [δ]
  simp only [dressed, pairTerm, add_mul, mul_add, Finset.sum_mul, Finset.mul_sum,
    smul_mul_assoc, mul_smul_comm, k, k0, smul_sub, smul_neg, Finset.sum_sub_distrib,
    Finset.sum_neg_distrib, c]
  abel
```

## Contractions with the determinant

For virtual $d$, $\langle a_da_p^\dagger\rangle=\delta_{dp}$ and
$$\langle a_da_p^\dagger a_q^\dagger a_s\rangle=\delta_{dp}\rho_{qs}-\delta_{dq}\rho_{ps}.$$
The remaining term contains $a_da_s=-a_sa_d$ and vanishes on $\Phi$. Hence
$$\langle a_dX_g\rangle=h_{dg}+\tfrac12\sum_{k\in O}(v_{dkgk}-v_{kdgk})=f_{dg}.$$
The facts `one` and `four` are these contractions; `fs` supplies the exchange sign.

```lean
/-- For virtual `d` and pair-antisymmetric `v`, the dressed creator of `g` has the Fock matrix
element `f_dg` between `a_d†Φ` and the unit determinant `Φ`. -/
theorem expect_dressed (ha : Fermions a) (hΦ : IsDeterminant a O Φ) (hv : PairAntisymm v)
    {d : ι} (hd : d ∉ O) (g : ι) : expect Φ (a d * dressed a h v g) = fock O h v d g := by
  have n1 : expect Φ 1 = 1 := by
    change star Φ ⬝ᵥ (1 *ᵥ Φ) = 1
    rw [Matrix.one_mulVec, hΦ.norm]
  have ket : ∀ c, c ∉ O → ∀ M, expect Φ (M * a c) = 0 := by
    intro c hc M
    change star Φ ⬝ᵥ ((M * a c) *ᵥ Φ) = 0
    rw [← Matrix.mulVec_mulVec, hΦ.virt c hc, Matrix.mulVec_zero, dotProduct_zero]
  have dm : ∀ q s, expect Φ ((a q)ᴴ * a s) = density O q s := by
    intro q s
    by_cases hs : s ∈ O
    · have bra := expect_mul Φ (a s)ᴴ (a q)ᴴ
      rw [conjTranspose_conjTranspose, hΦ.occ s hs, star_zero, zero_dotProduct] at bra
      rw [eq_sub_of_add_eq' (ha.mixed s q), map_sub, map_smul, bra, n1]
      simp [density, hs]
    · rw [ket s hs]
      simp [density, hs]
  have one : ∀ p, expect Φ (a d * (a p)ᴴ) = δ d p := by
    intro p
    rw [eq_sub_of_add_eq (ha.mixed d p), map_sub, map_smul, ket d hd, n1]
    simp
  have four : ∀ p q s, expect Φ (a d * ((a p)ᴴ * (a q)ᴴ * a s)) =
      density O q s * δ d p - density O p s * δ d q := by
    intro p q s
    have z : expect Φ ((a p)ᴴ * ((a q)ᴴ * (a d * a s))) = 0 := by
      have t := ket d hd ((a p)ᴴ * (a q)ᴴ * a s)
      simp only [mul_assoc] at t
      rw [eq_neg_of_add_eq_zero_left (ha.anti d s), mul_neg, mul_neg, map_neg, t, neg_zero]
    rw [mul_assoc (a p)ᴴ, ha.move d p, ha.move d q, mul_sub, mul_smul_comm]
    simp only [map_sub, map_smul, dm, z, smul_eq_mul]
    ring
  have sd : ∀ F : ι → ℂ, ∑ q, F q * δ d q = F d := fun F => by simp [δ]
  have os : ∀ F : ι → ι → ℂ, ∑ q, ∑ s, F q s * density O q s = ∑ k ∈ O, F k k := by
    intro F
    have t : ∀ s, ∑ q, F q s * density O q s = if s ∈ O then F s s else 0 := by
      intro s
      by_cases hs : s ∈ O <;> simp [density, δ, hs]
    rw [Finset.sum_comm]
    simp [t]
  have fs : ∑ k ∈ O, v k d g k = -∑ k ∈ O, v d k g k := by
    rw [← Finset.sum_neg_distrib]
    exact Finset.sum_congr rfl fun k _ => hv.1 k d g k
  simp only [dressed, mul_add, mul_smul_comm, Finset.mul_sum]
  simp only [map_add, map_smul, map_sum, smul_eq_mul, one, four]
  simp only [mul_sub, ← mul_assoc, Finset.sum_sub_distrib, ← Finset.sum_mul, sd, os]
  rw [fs, fock]
  ring
```

For virtual $e$, moving $a_e^\dagger$ fully left gives zero, because $a_e\Phi=0$. What remains is
$$\langle a_da_ca_e^\dagger M\rangle=\delta_{ce}\langle a_dM\rangle-\delta_{de}\langle a_cM\rangle.$$

```lean
omit [Fintype ι] in
/-- A creator of a virtual orbital contracts with either of two annihilators on its left. -/
theorem contract (ha : Fermions a) (hΦ : IsDeterminant a O Φ) {e : ι} (he : e ∉ O)
    (c d : ι) (M : Matrix n n ℂ) : expect Φ (a d * (a c * ((a e)ᴴ * M))) =
      δ c e * expect Φ (a d * M) - δ d e * expect Φ (a c * M) := by
  have z : expect Φ ((a e)ᴴ * (a d * (a c * M))) = 0 := by
    rw [expect_mul, hΦ.virt e he, star_zero, zero_dotProduct]
  rw [ha.move c e, mul_sub, mul_smul_comm, ha.move d e]
  simp only [map_sub, map_smul, z, smul_eq_mul]
  ring
```

## Assembling the matrix element

The two commutation steps combine (`hh`) into
$$Ha_e^\dagger a_g^\dagger=a_e^\dagger a_g^\dagger H+a_e^\dagger X_g+P_{eg}-a_g^\dagger X_e.$$
Apply $\langle a_da_c\,\cdot\,\rangle$ term by term:

- The first gives $(\delta_{ce}\delta_{dg}-\delta_{de}\delta_{cg})E_0$, which the $-E_0$ term cancels. $\Phi$ need not be an eigenvector of $H$.
- The second gives $\delta_{ce}f_{dg}-\delta_{de}f_{cg}$.
- The third gives $\tfrac12(v_{cdeg}-v_{dceg})=v_{cdeg}$ (`pair`).
- The fourth gives $-\delta_{cg}f_{de}+\delta_{dg}f_{ce}$.

In the theorem, `star x ⬝ᵥ y` is the inner product $\langle x,y\rangle$, and `expect Φ (ham a h v)` is $E_0$. If $c=d$ or $e=g$, the corresponding vector is zero and so are both sides.

```lean
/-- The double-electron-attachment matrix: for a unit determinant `Φ`, pair-antisymmetric `v`
and virtual `c, d, e, g`, the elements of `H - E0` between `a_c†a_d†Φ` and `a_e†a_g†Φ`. -/
theorem attachment_matrix (ha : Fermions a) (hΦ : IsDeterminant a O Φ) (hv : PairAntisymm v)
    {c d e g : ι} (hc : c ∉ O) (hd : d ∉ O) (he : e ∉ O) (hg : g ∉ O) :
    star (attached a Φ c d) ⬝ᵥ
      ((ham a h v - expect Φ (ham a h v) • (1 : Matrix n n ℂ)) *ᵥ attached a Φ e g) =
    fock O h v c e * δ d g + fock O h v d g * δ c e - fock O h v c g * δ d e
      - fock O h v d e * δ c g + v c d e g := by
  have n1 : expect Φ 1 = 1 := by
    change star Φ ⬝ᵥ (1 *ᵥ Φ) = 1
    rw [Matrix.one_mulVec, hΦ.norm]
  have one : ∀ p q, q ∉ O → ∀ M, expect Φ (a p * ((a q)ᴴ * M)) = δ p q * expect Φ M := by
    intro p q hq M
    rw [ha.move, map_sub, map_smul, expect_mul, hΦ.virt q hq, star_zero, zero_dotProduct,
      sub_zero, smul_eq_mul]
  have ket : ∀ r, r ∉ O → ∀ M, expect Φ (M * a r) = 0 := by
    intro r hr M
    change star Φ ⬝ᵥ ((M * a r) *ᵥ Φ) = 0
    rw [← Matrix.mulVec_mulVec, hΦ.virt r hr, Matrix.mulVec_zero, dotProduct_zero]
  have sw := fun p q => eq_sub_of_add_eq (ha.mixed p q)
  have two : ∀ p q, expect Φ (a d * (a c * ((a p)ᴴ * (a q)ᴴ))) =
      δ c p * δ d q - δ d p * δ c q := by
    intro p q
    have z := ket c hc (a d * (a p)ᴴ * (a q)ᴴ)
    have y : ∀ r, expect Φ (a d * (a r)ᴴ) = δ d r := by
      intro r
      rw [sw, map_sub, map_smul, ket d hd, n1]
      simp
    simp only [mul_assoc] at z
    rw [ha.move c p, sw c q]
    simp only [mul_sub, mul_smul_comm, mul_one, map_sub, map_smul, z, y, smul_eq_mul]
    ring
  -- the pair creator yields the bare interaction
  have pair : expect Φ (a d * (a c * pairTerm a v e g)) = v c d e g := by
    have sd : ∀ (r : ι) (F : ι → ℂ), ∑ q, F q * δ r q = F r := fun r F => by simp [δ]
    simp only [pairTerm, mul_smul_comm, Finset.mul_sum]
    simp only [map_smul, map_sum, smul_eq_mul, two]
    simp only [mul_sub, ← mul_assoc, Finset.sum_sub_distrib, sd]
    linear_combination (-1 / 2 : ℂ) * hv.1 d c e g
  -- carry the Hamiltonian through both creators
  have hh : ham a h v * ((a e)ᴴ * (a g)ᴴ) = (a e)ᴴ * ((a g)ᴴ * ham a h v) +
      (a e)ᴴ * dressed a h v g + (pairTerm a v e g - (a g)ᴴ * dressed a h v e) := by
    rw [← mul_assoc, ham_create ha hv e, add_mul, mul_assoc, ham_create ha hv g, mul_add,
      dressed_create ha]
  have key : a d * a c * ((ham a h v - expect Φ (ham a h v) • (1 : Matrix n n ℂ)) *
      ((a e)ᴴ * (a g)ᴴ)) = a d * (a c * ((a e)ᴴ * ((a g)ᴴ * ham a h v))) +
      a d * (a c * ((a e)ᴴ * dressed a h v g)) + a d * (a c * pairTerm a v e g) -
      a d * (a c * ((a g)ᴴ * dressed a h v e)) -
      expect Φ (ham a h v) • (a d * (a c * ((a e)ᴴ * ((a g)ᴴ * 1)))) := by
    rw [sub_mul, smul_mul_assoc, one_mul, hh]
    simp only [mul_add, mul_sub, mul_smul_comm, mul_assoc, mul_one]
    abel
  simp only [attached, Matrix.mulVec_mulVec]
  rw [← expect_mul, conjTranspose_mul, conjTranspose_conjTranspose, conjTranspose_conjTranspose,
    key]
  simp only [map_add, map_sub, map_smul, smul_eq_mul, contract ha hΦ he, contract ha hΦ hg,
    one _ g hg, pair, expect_dressed ha hΦ hv hc, expect_dressed ha hΦ hv hd, n1]
  ring
```

Setting $e=c$, $g=d$ with $c\ne d$ leaves $f_{cc}+f_{dd}+v_{cdcd}$: two orbital terms plus the interaction of the added electrons.

```lean
/-- For distinct virtual `c, d`, a unit determinant and pair-antisymmetric `v`, the diagonal
attachment element is `f_cc + f_dd + v_cdcd`. -/
theorem attachment_diagonal (ha : Fermions a) (hΦ : IsDeterminant a O Φ) (hv : PairAntisymm v)
    {c d : ι} (hc : c ∉ O) (hd : d ∉ O) (hcd : c ≠ d) :
    star (attached a Φ c d) ⬝ᵥ
      ((ham a h v - expect Φ (ham a h v) • (1 : Matrix n n ℂ)) *ᵥ attached a Φ c d) =
    fock O h v c c + fock O h v d d + v c d c d := by
  rw [attachment_matrix ha hΦ hv hc hd hc hd]
  simp [δ, hcd, hcd.symm]
```

## A three-orbital example

The assumptions on $a$ and $\Phi$ are met by Jordan–Wigner matrices. Between occupation sets $S$ and $T=S\cup\{p\}$, with $p\notin S$, the element of $a_p$ is $(-1)^m$, where $m$ counts the orbitals in $S$ below $p$.

```lean
/-- Integer Jordan–Wigner matrix elements of the annihilator of orbital `p`, between
occupation sets `S` and `T` of three orbitals. -/
def jwInt (p : Fin 3) (S T : Finset (Fin 3)) : ℤ :=
  if p ∉ S ∧ T = insert p S then (-1) ^ (S.filter (· < p)).card else 0
```

These integers become complex matrices on an eight-dimensional space.

```lean
/-- The Jordan–Wigner annihilators of three orbitals as complex matrices. -/
def jw (p : Fin 3) : Matrix (Finset (Fin 3)) (Finset (Fin 3)) ℂ :=
  Matrix.of fun S T => (jwInt p S T : ℂ)
```

Filling orbital 0 leaves orbitals 1 and 2 virtual, enough for one nonzero attached pair. `decide +kernel` checks the integer identities, which are then cast to complex numbers.

```lean
/-- The Jordan–Wigner matrices satisfy the anticommutation relations, and the basis vector
with orbital 0 filled is a unit determinant with orbitals 1 and 2 virtual. -/
theorem jordanWigner_witness :
    Fermions jw ∧ IsDeterminant jw {0} (Pi.single {0} 1) := by
  have k1 : ∀ p q S T, ∑ U, jwInt p S U * jwInt q U T + ∑ U, jwInt q S U * jwInt p U T = 0 := by
    decide +kernel
  have k2 : ∀ p q S T, ∑ U, jwInt p S U * jwInt q T U + ∑ U, jwInt q U S * jwInt p U T =
      if p = q then (if S = T then 1 else 0) else 0 := by
    decide +kernel
  have k3 : ∀ S, jwInt 0 {0} S = 0 := by decide +kernel
  have k4 : ∀ c, c ∉ ({0} : Finset (Fin 3)) → ∀ S, jwInt c S {0} = 0 := by decide +kernel
  refine ⟨⟨fun p q => ?_, fun p q => ?_⟩, ⟨?_, fun i hi => ?_, fun c hc => ?_⟩⟩
  · ext S T
    have t := congrArg (Int.cast : ℤ → ℂ) (k1 p q S T)
    push_cast at t
    simpa only [Matrix.add_apply, Matrix.mul_apply, jw, Matrix.of_apply, Matrix.zero_apply] using t
  · ext S T
    have t := congrArg (Int.cast : ℤ → ℂ) (k2 p q S T)
    push_cast at t
    simp only [Matrix.add_apply, Matrix.mul_apply, jw, Matrix.of_apply,
      Matrix.conjTranspose_apply, star_intCast, Matrix.smul_apply, Matrix.one_apply, smul_eq_mul]
    rw [t]
    by_cases hpq : p = q <;> simp [δ, hpq]
  · simp [dotProduct, Pi.single_apply]
  · obtain rfl := Finset.mem_singleton.mp hi
    ext S
    simp [Matrix.mulVec, dotProduct, Pi.single_apply, jw, k3]
  · ext S
    simp [Matrix.mulVec, dotProduct, Pi.single_apply, jw, k4 c hc]

end

end DoubleElectronAttachment
```

```lean
#print axioms DoubleElectronAttachment.attachment_matrix
#print axioms DoubleElectronAttachment.attachment_diagonal
```

```
'DoubleElectronAttachment.attachment_matrix' depends on axioms: [propext, Classical.choice, Quot.sound]
'DoubleElectronAttachment.attachment_diagonal' depends on axioms: [propext, Classical.choice, Quot.sound]
```
